# A coupled ghost function turning in a fixed plane leaves a constant nonzero BSSE until it coincides with the own function

Before diagonalising a Hamiltonian in a counterpoise calculation, a program may discard combinations of basis functions whose overlap eigenvalue is below a threshold. In the two-function model below, with nonzero coupling, the energy at stake in that decision does not shrink to zero as the ghost function approaches the own function.

```lean
import Mathlib

open scoped InnerProductSpace Topology
open Submodule

namespace GhostCoalescence

noncomputable section

variable {E : Type*} [NormedAddCommGroup E] [InnerProductSpace ℝ E]

/-- The ghost function at angle `s` from the own function `u`, tilted towards `v`. -/
def ghost (u v : E) (s : ℝ) : E := Real.cos s • u + Real.sin s • v

/-- The Rayleigh quotients of all nonzero trial vectors in the space `W`. -/
def rayleighValues (H : E →ₗ[ℝ] E) (W : Submodule ℝ E) : Set ℝ :=
  {r | ∃ x ∈ W, x ≠ 0 ∧ r = ⟪x, H x⟫_ℝ / ⟪x, x⟫_ℝ}

/-- The lower level of a two-state problem with diagonal energies `a`, `d` and coupling `b`. -/
def lowerLevel (a d b : ℝ) : ℝ := (a + d) / 2 - √(((a - d) / 2) ^ 2 + b ^ 2)

/-- The lower level of `H` in the orthonormal pair `u`, `v`. -/
def pairLevel (H : E →ₗ[ℝ] E) (u v : E) : ℝ :=
  lowerLevel ⟪u, H u⟫_ℝ ⟪v, H v⟫_ℝ ⟪u, H v⟫_ℝ

/-- The basis set superposition error: the variational energy in the own basis minus that in
the basis augmented by the ghost function. -/
def bsse (H : E →ₗ[ℝ] E) (u v : E) (s : ℝ) : ℝ :=
  sInf (rayleighValues H (span ℝ {u})) - sInf (rayleighValues H (span ℝ {u, ghost u v s}))

/-- With nonzero coupling the lower level lies strictly below `a` and solves the secular
equation. -/
theorem lowerLevel_secular (a d b : ℝ) (hb : b ≠ 0) :
    0 < a - lowerLevel a d b ∧
      (a - lowerLevel a d b) * (d - lowerLevel a d b) = b ^ 2 := by
  have hb2 : 0 < b ^ 2 := by positivity
  have hR : √(((a - d) / 2) ^ 2 + b ^ 2) ^ 2 = ((a - d) / 2) ^ 2 + b ^ 2 :=
    Real.sq_sqrt (by positivity)
  have hlt : -((a - d) / 2) < √(((a - d) / 2) ^ 2 + b ^ 2) :=
    Real.lt_sqrt_of_sq_lt (by nlinarith)
  unfold lowerLevel
  constructor
  · linarith
  · linear_combination hR

/-- A ghost function not parallel to `u` spans, together with `u`, the whole plane of `u`
and `v`. -/
theorem span_ghost (u v : E) {s : ℝ} (hs : Real.sin s ≠ 0) :
    span ℝ {u, ghost u v s} = span ℝ {u, v} := by
  ext x
  simp only [mem_span_pair, ghost]
  constructor
  · rintro ⟨a, b, rfl⟩
    exact ⟨a + b * Real.cos s, b * Real.sin s, by module⟩
  · rintro ⟨a, b, rfl⟩
    -- the ghost coefficient needed is `b / sin s`
    obtain ⟨k, rfl⟩ : ∃ k, k * Real.sin s = b := ⟨b / Real.sin s, div_mul_cancel₀ _ hs⟩
    exact ⟨a - k * Real.cos s, k, by module⟩

/-- The values of `⟪x, x⟫` and `⟪x, H x⟫` for a combination `x` of two orthonormal functions, not
necessarily normalised, with `H` symmetric. -/
theorem pair_forms {H : E →ₗ[ℝ] E} (hH : H.IsSymmetric) {u v : E}
    (hu : ‖u‖ = 1) (hv : ‖v‖ = 1) (huv : ⟪u, v⟫_ℝ = 0) (α β : ℝ) :
    ⟪α • u + β • v, α • u + β • v⟫_ℝ = α ^ 2 + β ^ 2 ∧
    ⟪α • u + β • v, H (α • u + β • v)⟫_ℝ =
      α ^ 2 * ⟪u, H u⟫_ℝ + 2 * α * β * ⟪u, H v⟫_ℝ + β ^ 2 * ⟪v, H v⟫_ℝ := by
  have huu : ⟪u, u⟫_ℝ = 1 := by rw [real_inner_self_eq_norm_sq, hu]; norm_num
  have hvv : ⟪v, v⟫_ℝ = 1 := by rw [real_inner_self_eq_norm_sq, hv]; norm_num
  have hvu : ⟪v, u⟫_ℝ = 0 := (real_inner_comm u v).trans huv
  have h1 : ⟪H v, u⟫_ℝ = ⟪v, H u⟫_ℝ := hH v u
  have h2 : ⟪v, H u⟫_ℝ = ⟪u, H v⟫_ℝ := h1.symm.trans (real_inner_comm u (H v))
  constructor
  · simp only [inner_add_left, inner_add_right, real_inner_smul_left, real_inner_smul_right,
      huu, hvv, huv, hvu]
    ring
  · simp only [map_add, map_smul, inner_add_left, inner_add_right, real_inner_smul_left,
      real_inner_smul_right, h2]
    ring

theorem inner_self_pos' {x : E} (hx : x ≠ 0) : 0 < ⟪x, x⟫_ℝ := by
  rw [real_inner_self_eq_norm_sq]
  exact pow_pos (norm_pos_iff.2 hx) 2

/-- In the own basis `u` alone, the least Rayleigh quotient is the expectation value in `u`. -/
theorem isLeast_own (H : E →ₗ[ℝ] E) {u : E} (hu : ‖u‖ = 1) :
    IsLeast (rayleighValues H (span ℝ {u})) ⟪u, H u⟫_ℝ := by
  have huu : ⟪u, u⟫_ℝ = 1 := by rw [real_inner_self_eq_norm_sq, hu]; norm_num
  have hu0 : u ≠ 0 := by
    rintro rfl
    simp at hu
  refine ⟨⟨u, mem_span_singleton_self u, hu0, by rw [huu, div_one]⟩, ?_⟩
  rintro r ⟨x, hx, hx0, rfl⟩
  obtain ⟨c, rfl⟩ := mem_span_singleton.1 hx
  rw [le_div_iff₀ (inner_self_pos' hx0)]
  simp only [map_smul, real_inner_smul_left, real_inner_smul_right, huu]
  exact le_of_eq (by ring)

/-- In the plane of two coupled orthonormal functions, the least Rayleigh quotient is the lower
level of the two-state problem. -/
theorem isLeast_pair {H : E →ₗ[ℝ] E} (hH : H.IsSymmetric) {u v : E} (hu : ‖u‖ = 1)
    (hv : ‖v‖ = 1) (huv : ⟪u, v⟫_ℝ = 0) (hb : ⟪u, H v⟫_ℝ ≠ 0) :
    IsLeast (rayleighValues H (span ℝ {u, v})) (pairLevel H u v) := by
  have hf := pair_forms hH hu hv huv
  obtain ⟨hp, hsec⟩ := lowerLevel_secular ⟪u, H u⟫_ℝ ⟪v, H v⟫_ℝ ⟪u, H v⟫_ℝ hb
  change 0 < ⟪u, H u⟫_ℝ - pairLevel H u v at hp
  change (⟪u, H u⟫_ℝ - pairLevel H u v) * (⟪v, H v⟫_ℝ - pairLevel H u v) = _ at hsec
  constructor
  · -- the minimiser solves the first row of the secular problem
    have hx0 : ⟪u, H v⟫_ℝ • u + (-(⟪u, H u⟫_ℝ - pairLevel H u v)) • v ≠ 0 := by
      intro h0
      have h := (hf ⟪u, H v⟫_ℝ (-(⟪u, H u⟫_ℝ - pairLevel H u v))).1
      rw [h0, inner_zero_left] at h
      nlinarith [pow_pos hp 2, sq_nonneg ⟪u, H v⟫_ℝ]
    refine ⟨_, mem_span_pair.2 ⟨_, _, rfl⟩, hx0, ?_⟩
    rw [eq_div_iff (inner_self_pos' hx0).ne', (hf _ _).1, (hf _ _).2]
    linear_combination (-(⟪u, H u⟫_ℝ - pairLevel H u v)) * hsec
  · rintro r ⟨x, hx, hx0, rfl⟩
    obtain ⟨α, β, rfl⟩ := mem_span_pair.1 hx
    rw [le_div_iff₀ (inner_self_pos' hx0), (hf _ _).1, (hf _ _).2]
    -- the shifted quadratic form is a perfect square up to a positive factor
    have key : (⟪u, H u⟫_ℝ - pairLevel H u v) * (α ^ 2 * ⟪u, H u⟫_ℝ +
        2 * α * β * ⟪u, H v⟫_ℝ + β ^ 2 * ⟪v, H v⟫_ℝ - pairLevel H u v * (α ^ 2 + β ^ 2)) =
        ((⟪u, H u⟫_ℝ - pairLevel H u v) * α + ⟪u, H v⟫_ℝ * β) ^ 2 := by
      linear_combination β ^ 2 * hsec
    have h := (mul_nonneg_iff_of_pos_left hp).1 (key ▸ sq_nonneg _)
    linarith

/-- For every ghost function not parallel to `u` the least Rayleigh quotient is one and the same
constant below the energy of `u`; at coalescence it is the energy of `u`. -/
theorem ghost_energy_jump {H : E →ₗ[ℝ] E} (hH : H.IsSymmetric) {u v : E} (hu : ‖u‖ = 1)
    (hv : ‖v‖ = 1) (huv : ⟪u, v⟫_ℝ = 0) (hb : ⟪u, H v⟫_ℝ ≠ 0) :
    (∀ s, Real.sin s ≠ 0 →
      IsLeast (rayleighValues H (span ℝ {u, ghost u v s})) (pairLevel H u v)) ∧
    pairLevel H u v < ⟪u, H u⟫_ℝ ∧
    IsLeast (rayleighValues H (span ℝ {u, ghost u v 0})) ⟪u, H u⟫_ℝ := by
  refine ⟨fun s hs => ?_, sub_pos.1 (lowerLevel_secular _ _ _ hb).1, ?_⟩
  · rw [span_ghost u v hs]
    exact isLeast_pair hH hu hv huv hb
  · have h0 : ghost u v 0 = u := by simp [ghost]
    rw [h0, Set.pair_eq_singleton]
    exact isLeast_own H hu

/-- As the ghost function approaches `u` the BSSE tends to a positive constant, while at
coalescence it is zero; it is discontinuous there. -/
theorem bsse_discontinuous {H : E →ₗ[ℝ] E} (hH : H.IsSymmetric) {u v : E} (hu : ‖u‖ = 1)
    (hv : ‖v‖ = 1) (huv : ⟪u, v⟫_ℝ = 0) (hb : ⟪u, H v⟫_ℝ ≠ 0) :
    Filter.Tendsto (bsse H u v) (𝓝[≠] 0) (𝓝 (⟪u, H u⟫_ℝ - pairLevel H u v)) ∧
    0 < ⟪u, H u⟫_ℝ - pairLevel H u v ∧ bsse H u v 0 = 0 ∧
    ¬ ContinuousAt (bsse H u v) 0 := by
  obtain ⟨h1, h2, h3⟩ := ghost_energy_jump hH hu hv huv hb
  have h0 : bsse H u v 0 = 0 := by
    rw [bsse, (isLeast_own H hu).csInf_eq, h3.csInf_eq, sub_self]
  have hT : Filter.Tendsto (bsse H u v) (𝓝[≠] 0) (𝓝 (⟪u, H u⟫_ℝ - pairLevel H u v)) := by
    refine tendsto_const_nhds.congr' ?_
    filter_upwards [self_mem_nhdsWithin, nhdsWithin_le_nhds
      (Ioo_mem_nhds (neg_lt_zero.2 Real.pi_pos) Real.pi_pos)] with s hs hI
    have hsin : Real.sin s ≠ 0 :=
      fun h => hs ((Real.sin_eq_zero_iff_of_lt_of_lt hI.1 hI.2).1 h)
    rw [bsse, (isLeast_own H hu).csInf_eq, (h1 s hsin).csInf_eq]
  refine ⟨hT, sub_pos.2 h2, h0, fun hc => ?_⟩
  have h := tendsto_nhds_unique (hc.tendsto.mono_left nhdsWithin_le_nhds) hT
  linarith

/-- In a normalised state at the lower level, the ghost coefficient `k` times `sin s` has a
square fixed by the coupling and the energy lowering alone. -/
theorem ghost_coefficient {H : E →ₗ[ℝ] E} (hH : H.IsSymmetric) {u v : E} (hu : ‖u‖ = 1)
    (hv : ‖v‖ = 1) (huv : ⟪u, v⟫_ℝ = 0) (hb : ⟪u, H v⟫_ℝ ≠ 0) (s c k : ℝ) {x : E}
    (hx : x = c • u + k • ghost u v s) (hn : ⟪x, x⟫_ℝ = 1)
    (hE : ⟪x, H x⟫_ℝ = pairLevel H u v) :
    (k * Real.sin s) ^ 2 = (⟪u, H u⟫_ℝ - pairLevel H u v) ^ 2 /
      (⟪u, H v⟫_ℝ ^ 2 + (⟪u, H u⟫_ℝ - pairLevel H u v) ^ 2) := by
  have hsec := (lowerLevel_secular ⟪u, H u⟫_ℝ ⟪v, H v⟫_ℝ ⟪u, H v⟫_ℝ hb).2
  change (⟪u, H u⟫_ℝ - pairLevel H u v) * (⟪v, H v⟫_ℝ - pairLevel H u v) = _ at hsec
  have hx' : x = (c + k * Real.cos s) • u + (k * Real.sin s) • v := by
    rw [hx, ghost]
    module
  obtain ⟨f1, f2⟩ := pair_forms hH hu hv huv (c + k * Real.cos s) (k * Real.sin s)
  rw [← hx'] at f1 f2
  rw [hn] at f1
  rw [hE] at f2
  generalize c + k * Real.cos s = α at f1 f2
  generalize k * Real.sin s = β at f1 f2 ⊢
  generalize pairLevel H u v = e at *
  -- the perfect square vanishes at the minimum
  have hsq : ((⟪u, H u⟫_ℝ - e) * α + ⟪u, H v⟫_ℝ * β) ^ 2 = 0 := by
    linear_combination (-(β ^ 2)) * hsec - (⟪u, H u⟫_ℝ - e) * f2 + (⟪u, H u⟫_ℝ - e) * e * f1
  have hlin : (⟪u, H u⟫_ℝ - e) * α + ⟪u, H v⟫_ℝ * β = 0 := pow_eq_zero_iff two_ne_zero |>.1 hsq
  have hD : ⟪u, H v⟫_ℝ ^ 2 + (⟪u, H u⟫_ℝ - e) ^ 2 ≠ 0 := by positivity
  rw [eq_div_iff hD]
  linear_combination (-(⟪u, H u⟫_ℝ - e) ^ 2) * f1 -
    ((⟪u, H u⟫_ℝ - e) * α - ⟪u, H v⟫_ℝ * β) * hlin

/-- The operator sending `x` to `⟪v, x⟫ u + ⟪u, x⟫ v`. On the span of orthonormal `u` and `v` it
exchanges the two amplitudes. -/
def hop (u v : E) : E →ₗ[ℝ] E where
  toFun x := ⟪v, x⟫_ℝ • u + ⟪u, x⟫_ℝ • v
  map_add' x y := by
    simp only [inner_add_right]
    module
  map_smul' c x := by
    simp only [real_inner_smul_right, RingHom.id_apply]
    module

/-- The basis function on site `i` of a two-site model. -/
def site (i : Fin 2) : EuclideanSpace ℝ (Fin 2) := EuclideanSpace.single i 1

/-- Hopping between two sites is symmetric, the site functions are orthonormal, and their
coupling is one. -/
theorem hop_witness :
    (hop (site 0) (site 1)).IsSymmetric ∧ ‖site 0‖ = 1 ∧ ‖site 1‖ = 1 ∧
    ⟪site 0, site 1⟫_ℝ = 0 ∧ ⟪site 0, hop (site 0) (site 1) (site 1)⟫_ℝ = 1 := by
  have hap : ∀ x, hop (site 0) (site 1) x =
      ⟪site 1, x⟫_ℝ • site 0 + ⟪site 0, x⟫_ℝ • site 1 := fun _ => rfl
  have n0 : ‖site 0‖ = 1 := by simp [site]
  have n1 : ‖site 1‖ = 1 := by simp [site]
  have h01 : ⟪site 0, site 1⟫_ℝ = 0 := by simp [site, EuclideanSpace.inner_single_left]
  refine ⟨fun x y => ?_, n0, n1, h01, ?_⟩
  · rw [hap, hap]
    simp only [inner_add_left, inner_add_right, real_inner_smul_left, real_inner_smul_right]
    rw [real_inner_comm (site 0) x, real_inner_comm (site 1) x]
    ring
  · rw [hap, inner_add_right, real_inner_smul_right, real_inner_smul_right, h01,
      real_inner_self_eq_norm_sq, real_inner_self_eq_norm_sq, n0, n1]
    norm_num

end

end GhostCoalescence
```

```lean
#print axioms GhostCoalescence.bsse_discontinuous
#print axioms GhostCoalescence.ghost_coefficient
```

```
'GhostCoalescence.bsse_discontinuous' depends on axioms: [propext, Classical.choice, Quot.sound]
'GhostCoalescence.ghost_coefficient' depends on axioms: [propext, Classical.choice, Quot.sound]
```

## A fixed plane with a turning ghost

The own function $u$ and a second function $v$ are orthonormal in a real inner-product space, and $H$ is a symmetric linear operator. It stands for the one-electron Hamiltonian of the fragment that owns $u$; the ghost adds a basis function but no nucleus and no electrons. The ghost is $g(s)=\cos s\,u+\sin s\,v$. Write
$$a=\langle u,Hu\rangle,\quad d=\langle v,Hv\rangle,\quad b=\langle u,Hv\rangle\neq0.$$
The condition on $b$ says that $H$ couples $u$ to the direction in which the ghost departs: the energy of $g(s)$ has slope $2b$ at $s=0$.

In Lean, `rayleighValues H W` is the set of quotients $\langle x,Hx\rangle/\langle x,x\rangle$ for nonzero $x$ in $W$. `IsLeast` says that a number belongs to this set and bounds it from below, so the minimum is attained. `pairLevel H u v` is
$$E_-=\frac{a+d}{2}-R,\qquad R=\sqrt{\left(\frac{a-d}{2}\right)^2+b^2}.$$

`ghost_energy_jump` states that the least quotient on $\mathrm{span}\{u,g(s)\}$ is $E_-<a$ whenever $\sin s\neq0$, and $a$ at $s=0$. The space may have any dimension from two upwards, finite or infinite, but $H$ is defined on all of it and the plane of $u$ and $v$ is fixed. For a real orbital moved through space, the plane and the coupling would change with the displacement. For an s function centred on a free atom, a displaced copy departs along a function that is odd under inversion, so the coupling vanishes in the limit and the hypothesis on $b$ fails there. Electron interaction and self-consistency are also absent.

## Why the minimum does not depend on the angle

If $\sin s\neq0$, any $\alpha u+\beta v$ can be written with $k=\beta/\sin s$ as
$$\alpha u+\beta v=(\alpha-k\cos s)u+k\,g(s).$$
The two functions therefore span the whole plane, however small the angle; this is `span_ghost`.

Set $p=a-E_-=(a-d)/2+R$. Since $b\neq0$, $R>|a-d|/2$, so $p>0$. Also $d-E_-=R-(a-d)/2$, hence
$$p(d-E_-)=R^2-\left(\frac{a-d}{2}\right)^2=b^2.$$
This is `lowerLevel_secular`. For $x=\alpha u+\beta v$, `pair_forms` gives $\langle x,x\rangle=\alpha^2+\beta^2$ and $\langle x,Hx\rangle=a\alpha^2+2b\alpha\beta+d\beta^2$. Therefore
$$\begin{aligned}
p\bigl(\langle x,Hx\rangle-E_-\langle x,x\rangle\bigr)
&=p^2\alpha^2+2pb\alpha\beta+b^2\beta^2\\
&=(p\alpha+b\beta)^2\ge0.
\end{aligned}$$
Dividing by $p$ gives the lower bound. Equality holds for the normalised vector $(bu-pv)/\sqrt{b^2+p^2}$; `isLeast_pair` uses it without the normalising factor. Its `key` identity is the perfect square, obtained by `linear_combination` from the secular equation.

At $s=0$ the ghost is $u$, and every nonzero multiple of $u$ has quotient $a$, as `isLeast_own` proves.

## The jump and the growing coefficient

`bsse` is the minimum in the own basis minus that in the augmented basis. It equals $p$ for $\sin s\neq0$ and $0$ at $s=0$. `bsse_discontinuous` works on $(-\pi,\pi)$ without the origin, where the function is constant. Continuity at zero would force its limit $p$ to equal $0$.

`ghost_coefficient` takes a normalised state $x=cu+k\,g(s)$ with energy $E_-$. With $\alpha=c+k\cos s$ and $\beta=k\sin s$, the square above vanishes, so $p\alpha=-b\beta$. Combined with $\alpha^2+\beta^2=1$, this gives
$$(k\sin s)^2=\frac{p^2}{b^2+p^2}.$$
Thus $|k|$ grows as $1/|\sin s|$ while the energy stays fixed.

`hop_witness` supplies an instance of the hypotheses: two sites with hopping amplitude one. There $a=d=0$ and $b=1$, so $E_-=-1$ and the jump is $1$.

## Overlap thresholds and the matrix formulation

The overlap matrix of $u$ and $g(s)$ has eigenvalues $1\pm\cos s$. For small $s\neq0$, discarding the combination with eigenvalue $1-\cos s$ leaves only the direction $u+g(s)$, whose energy is close to $a$. The computed energy then switches from $E_-$ to nearly $a$ at the threshold, before the functions coincide.

The model could also have been stated through the generalised eigenvalue equation $\mathbf H\mathbf c=E\,\mathbf S\mathbf c$, with $\mathbf H$ and $\mathbf S$ the Hamiltonian and overlap matrices of $u$ and $g(s)$ and $\mathbf c$ the vector of their two coefficients. For $\sin s\neq0$ its lowest root is the same $E_-$. At $s=0$, however, $\det(\mathbf H-E\mathbf S)$ vanishes for every $E$ and selects no energy, whereas the minimum over the span remains defined.
